# At a real frequency, a zero-norm RPA eigenvector that spans its eigenspace forces a Jordan block

## Scaling the eigenvectors

After an RPA, linear-response TDDFT or Bethe–Salpeter calculation has produced a pair (X, Y) of excitation and de-excitation amplitudes, the pair is scaled so that X·X − Y·Y = 1, and transition moments are computed from the scaled amplitudes. The scaling divides by the square root of X·X − Y·Y, so it fails when this number is zero.

For a finite response matrix built from real symmetric blocks A and B, and a real frequency with only one eigenvector up to a factor, this failure is a property of the matrix and not of the eigensolver. The eigenvectors of the response matrix, which is itself not symmetric, do not form a basis, and an expansion of the response over normal modes lacks at least one vector.

## The eigenvalue problem and its metric

The matrix A holds the energies of the uncoupled excitations and the couplings among them; B couples excitations to de-excitations. With real orbitals both are real and symmetric. The frequencies w, usually written ω, are the eigenvalues of

M = [[A, B], [−B, −A]],  M z = w z,  z = (X, Y).

M itself is in general not symmetric. The metric

η = diag(1, −1),  η² = 1

gives the RPA norm z·ηz = X·X − Y·Y. Despite its name, this norm can be zero or negative for a nonzero z.

The claim is that if w is real, the real vector z spans its eigenspace and z·ηz = 0, then there is a real vector u with

(M − w)u = z,

and M cannot be diagonalised, even with complex eigenvectors. The vectors z and u form a Jordan chain of length two. The frequency has to be real: for a single excitation with A = 1 and B = 2 the frequencies are ±i√3, both eigenvectors have |X|² = |Y|², and M is still diagonalisable over the complex numbers.

## Finding the Jordan partner

Multiply M − w by the metric:

S = η(M − w) = [[A, B], [B, A]] − wη.

S is symmetric because A and B are. Since η is invertible, Sv = 0 holds exactly when Mv = wv, so the kernel of S is the line spanned by z. The equation (M − w)u = z becomes

Su = b,  b = ηz,

and the zero norm says that z·b = 0. It remains to show that Su = b is solvable for every b orthogonal to z. Lift the zero mode by defining

Tv = Sv + (z·v)z.

By symmetry z·Sv = (Sz)·v = 0, hence

z·Tv = (z·v)(z·z).

Suppose Tv = 0. As z·z ≠ 0, this gives z·v = 0, and then Sv = 0. So v = cz for some number c, and z·v = c(z·z) = 0 forces c = 0. Thus T is injective, and in finite dimension it is also surjective. Take u with Tu = b. From z·b = 0 follows z·u = 0, the added term vanishes, and Su = b. Cancelling η from η(M − w)u = ηz gives (M − w)u = z.

## Why a chain excludes diagonalisation

Suppose M = PDP⁻¹ with D diagonal and entries dᵢ. Write a = P⁻¹u and c = P⁻¹z, where c is now a vector. The two chain equations become

(dᵢ − w)aᵢ = cᵢ,  (dᵢ − w)cᵢ = 0.

Multiplying the first by cᵢ and using the second gives

cᵢ² = aᵢ(dᵢ − w)cᵢ = 0.

So c = 0 and z = Pc = 0, which contradicts z being an eigenvector.

The converse is shorter. If Mz = wz and (M − w)u = z, then

z·ηz = z·Su = (Sz)·u = 0.

This direction needs no assumption about degeneracy.

## The wrong orthogonality condition

For a symmetric matrix, the right-hand side must be orthogonal to the null vector. Applying that rule directly to (M − w)u = z would demand z·z = 0, and one would conclude that no partner exists. But M − w is not symmetric in general: its left null vector is ηz, so the correct condition is (ηz)·z = 0. Passing to S puts the metric in the right place.

## Reading the Lean statement

The finite type `ι` labels the excitations, and `ι ⊕ ι` labels the excitations followed by the de-excitations. `Sum.elim X Y` is the pair (X, Y), `*ᵥ` is a matrix acting on a vector, and `⬝ᵥ` is the dot product. `rpaMatrix A B` is M.

`SpansEigenspace` says three things: z is nonzero, it is an eigenvector at w, and every real eigenvector at w is a multiple of it. This restricts the number of independent eigenvectors, not the multiplicity of w as a root of the characteristic polynomial, which is at least two when z also has zero norm.

`Diagonalisable` asks for P, an inverse Q and a diagonal matrix. In the main theorem, `zero_norm_forces_jordan_block`, it is applied to `(rpaMatrix A B).map Complex.ofReal`, the same matrix with complex entries. Over the reals alone, the negative result would be weaker, since a real matrix can fail to be diagonalisable merely because it has complex frequencies.

The theorem takes A and B as given. To use it for a molecule or a solid, one must first establish that the response problem has this form, with a finite basis, real orbitals and a kernel independent of frequency.

## Where zero norm can occur

Contracting Mz = wz with ηz gives

z·[[A, B], [B, A]]z = w(X·X − Y·Y).

At zero norm the left side vanishes, so [[A, B], [B, A]] is not positive definite. Where this matrix is, up to a factor, the second derivative of the energy with respect to orbital rotations, real and imaginary ones together, as in time-dependent Hartree–Fock, a zero-norm mode therefore shows that the reference state fails the second-order test for a strict minimum. This link to stability is an added remark and has no theorem in the code below.

## The complete file

```lean
import Mathlib

open Matrix

namespace RPAZeroNorm

variable {ι : Type*} [Fintype ι] [DecidableEq ι]

/-- The RPA matrix `[[A, B], [-B, -A]]` acting on pairs `(X, Y)` of excitation and de-excitation
amplitudes. -/
def rpaMatrix (A B : Matrix ι ι ℝ) : Matrix (ι ⊕ ι) (ι ⊕ ι) ℝ :=
  fromBlocks A B (-B) (-A)

/-- The indefinite RPA metric `diag(1, -1)`. -/
def metric (ι : Type*) [DecidableEq ι] : Matrix (ι ⊕ ι) (ι ⊕ ι) ℝ :=
  fromBlocks 1 0 0 (-1)

/-- The eigenspace of `M` at the eigenvalue `w` is the line spanned by the nonzero vector `z`. -/
def SpansEigenspace {n : Type*} [Fintype n] (M : Matrix n n ℝ) (w : ℝ) (z : n → ℝ) : Prop :=
  z ≠ 0 ∧ M *ᵥ z = w • z ∧ ∀ v, M *ᵥ v = w • v → ∃ c : ℝ, v = c • z

/-- A matrix is diagonalisable if `M = P D P⁻¹` with `D` diagonal; here `Q` is the inverse
of `P`. -/
def Diagonalisable {n K : Type*} [Fintype n] [DecidableEq n] [Field K]
    (M : Matrix n n K) : Prop :=
  ∃ (P Q : Matrix n n K) (d : n → K), P * Q = 1 ∧ M = P * diagonal d * Q

/-- The metric gives the pair `(X, Y)` the RPA norm `X·X - Y·Y`. -/
theorem metric_norm (X Y : ι → ℝ) :
    Sum.elim X Y ⬝ᵥ (metric ι *ᵥ Sum.elim X Y) = X ⬝ᵥ X - Y ⬝ᵥ Y := by
  simp [metric, fromBlocks_mulVec, Matrix.neg_mulVec, dotProduct, Fintype.sum_sum_type,
    sub_eq_add_neg]

/-- The metric can be cancelled from both sides of an equation between vectors. -/
theorem metric_cancel {x y : ι ⊕ ι → ℝ} (h : metric ι *ᵥ x = metric ι *ᵥ y) : x = y := by
  have hsq : metric ι * metric ι = 1 := by
    simp [metric, fromBlocks_multiply]
  have h2 := congrArg (fun v => metric ι *ᵥ v) h
  simpa only [mulVec_mulVec, hsq, one_mulVec] using h2

/-- For symmetric `A` and `B`, the metric times `M - w` is a symmetric matrix. -/
theorem metric_mul_isSymm {A B : Matrix ι ι ℝ} (hA : A.IsSymm) (hB : B.IsSymm) (w : ℝ) :
    (metric ι * (rpaMatrix A B - w • 1)).IsSymm := by
  have h : metric ι * (rpaMatrix A B - w • 1) = fromBlocks A B B A - w • metric ι := by
    rw [Matrix.mul_sub, Matrix.mul_smul, Matrix.mul_one]
    simp [metric, rpaMatrix, fromBlocks_multiply]
  rw [h, Matrix.IsSymm, transpose_sub, transpose_smul, metric, fromBlocks_transpose,
    fromBlocks_transpose, hA.eq, hB.eq]
  simp

/-- The metric times `M - w` acts on a vector `v` as the metric applied to `M v - w v`. -/
theorem metric_mul_mulVec (A B : Matrix ι ι ℝ) (w : ℝ) (v : ι ⊕ ι → ℝ) :
    (metric ι * (rpaMatrix A B - w • 1)) *ᵥ v
      = metric ι *ᵥ (rpaMatrix A B *ᵥ v - w • v) := by
  rw [← mulVec_mulVec, sub_mulVec, smul_mulVec, one_mulVec]

/-- If the kernel of a real symmetric matrix `S` is the line spanned by `z`, then `S u = b` is
solvable for every `b` orthogonal to `z`. -/
theorem solvable_of_orthogonal {n : Type*} [Fintype n] {S : Matrix n n ℝ} (hS : S.IsSymm)
    {z b : n → ℝ} (h0 : z ≠ 0) (hz : S *ᵥ z = 0)
    (h1 : ∀ v, S *ᵥ v = 0 → ∃ c : ℝ, v = c • z) (hb : z ⬝ᵥ b = 0) :
    ∃ u, S *ᵥ u = b := by
  have hzz : z ⬝ᵥ z ≠ 0 := fun h => h0 (dotProduct_self_eq_zero.mp h)
  have hzS : ∀ v, z ⬝ᵥ (S *ᵥ v) = 0 := by
    intro v
    rw [Matrix.dotProduct_mulVec, ← mulVec_transpose, hS.eq, hz, zero_dotProduct]
  -- lift the zero mode: the deflated map is injective, hence surjective
  obtain ⟨T, hT⟩ : ∃ T : (n → ℝ) →ₗ[ℝ] (n → ℝ), ∀ v, T v = S *ᵥ v + (z ⬝ᵥ v) • z :=
    ⟨{ toFun := fun v => S *ᵥ v + (z ⬝ᵥ v) • z
       map_add' := by
         intro x y
         rw [mulVec_add, dotProduct_add]
         module
       map_smul' := by
         intro c x
         simp only [mulVec_smul, dotProduct_smul, smul_eq_mul, RingHom.id_apply]
         module }, fun _ => rfl⟩
  have hT0 : ∀ v, z ⬝ᵥ T v = 0 → z ⬝ᵥ v = 0 := by
    intro v h
    rw [hT, dotProduct_add, hzS, dotProduct_smul, smul_eq_mul, zero_add] at h
    exact (mul_eq_zero.mp h).resolve_right hzz
  have inj : Function.Injective T := by
    rw [injective_iff_map_eq_zero]
    intro v hv
    have h := hT0 v (by rw [hv, dotProduct_zero])
    rw [hT, h, zero_smul, add_zero] at hv
    obtain ⟨c, rfl⟩ := h1 v hv
    rw [dotProduct_smul, smul_eq_mul] at h
    rw [(mul_eq_zero.mp h).resolve_right hzz, zero_smul]
  obtain ⟨u, hu⟩ := LinearMap.injective_iff_surjective.mp inj b
  have h := hT0 u (by rw [hu, hb])
  rw [hT, h, zero_smul, add_zero] at hu
  exact ⟨u, hu⟩

/-- Over any field, a diagonalisable matrix has no Jordan chain of length two: if
`(M - w) u = z` and `M z = w z`, then `z = 0`. -/
theorem no_jordan_chain {n K : Type*} [Fintype n] [DecidableEq n] [Field K]
    {M : Matrix n n K} (hM : Diagonalisable M) {w : K} {u z : n → K}
    (hu : M *ᵥ u - w • u = z) (hz : M *ᵥ z = w • z) : z = 0 := by
  obtain ⟨P, Q, d, hPQ, hM⟩ := hM
  have hQM : Q * M = diagonal d * Q := by
    rw [hM, ← Matrix.mul_assoc, ← Matrix.mul_assoc, mul_eq_one_comm.mp hPQ, Matrix.one_mul]
  have key : ∀ x i, (Q *ᵥ (M *ᵥ x)) i = d i * (Q *ᵥ x) i := by
    intro x i
    rw [mulVec_mulVec, hQM, ← mulVec_mulVec, mulVec_diagonal]
  -- in the eigenbasis every component of `z` squares to zero
  have hQz : Q *ᵥ z = 0 := by
    funext i
    have e1 := congrFun (congrArg (fun v => Q *ᵥ v) hu) i
    have e2 := congrFun (congrArg (fun v => Q *ᵥ v) hz) i
    simp only [mulVec_sub, mulVec_smul, Pi.sub_apply, Pi.smul_apply, smul_eq_mul, key] at e1 e2
    have h : (Q *ᵥ z) i * (Q *ᵥ z) i = 0 := by
      linear_combination (-(Q *ᵥ z) i) * e1 + (Q *ᵥ u) i * e2
    exact mul_self_eq_zero.mp h
  rw [← one_mulVec z, ← hPQ, ← mulVec_mulVec, hQz, mulVec_zero]

/-- Let `A`, `B` be real symmetric and let the eigenspace of the RPA matrix at a real `w` be the
line spanned by `(X, Y)` with `X·X = Y·Y`. Then `(M - w) u = (X, Y)` has a real solution, and `M`
is not diagonalisable, even over the complex numbers. -/
theorem zero_norm_forces_jordan_block {A B : Matrix ι ι ℝ} (hA : A.IsSymm) (hB : B.IsSymm)
    {w : ℝ} {X Y : ι → ℝ} (h : SpansEigenspace (rpaMatrix A B) w (Sum.elim X Y))
    (hn : X ⬝ᵥ X = Y ⬝ᵥ Y) :
    (∃ u, rpaMatrix A B *ᵥ u - w • u = Sum.elim X Y) ∧
      ¬ Diagonalisable ((rpaMatrix A B).map Complex.ofReal) := by
  obtain ⟨h0, hz, h1⟩ := h
  have hex : ∃ u, rpaMatrix A B *ᵥ u - w • u = Sum.elim X Y := by
    obtain ⟨u, hu⟩ := solvable_of_orthogonal (metric_mul_isSymm hA hB w) h0
      (b := metric ι *ᵥ Sum.elim X Y)
      (by rw [metric_mul_mulVec, hz, sub_self, mulVec_zero])
      (fun v hv => h1 v (sub_eq_zero.mp (metric_cancel (by
        rw [← metric_mul_mulVec, hv, mulVec_zero]))))
      (by rw [metric_norm, hn, sub_self])
    rw [metric_mul_mulVec] at hu
    exact ⟨u, metric_cancel hu⟩
  refine ⟨hex, fun hD => h0 ?_⟩
  obtain ⟨u, hu⟩ := hex
  -- carry the real Jordan chain over to the complex numbers
  have hc : ∀ x : ι ⊕ ι → ℝ, (rpaMatrix A B).map Complex.ofReal *ᵥ (fun i => (x i : ℂ))
      = fun i => (((rpaMatrix A B *ᵥ x) i : ℝ) : ℂ) := by
    intro x
    funext i
    simp [Matrix.mulVec, dotProduct]
  have hzero := no_jordan_chain hD (w := (w : ℂ)) (u := fun i => (u i : ℂ))
    (z := fun i => ((Sum.elim X Y i : ℝ) : ℂ))
    (by rw [hc, ← hu]; funext i; simp)
    (by rw [hc, hz]; funext i; simp)
  funext i
  exact Complex.ofReal_eq_zero.mp (congrFun hzero i)

/-- Conversely, for symmetric `A` and `B`, an eigenvector `(X, Y)` at `w` for which
`(M - w) u = (X, Y)` is solvable has `X·X = Y·Y`. -/
theorem zero_norm_of_jordan_partner {A B : Matrix ι ι ℝ} (hA : A.IsSymm) (hB : B.IsSymm)
    {w : ℝ} {X Y : ι → ℝ} (hz : rpaMatrix A B *ᵥ Sum.elim X Y = w • Sum.elim X Y)
    {u : ι ⊕ ι → ℝ} (hu : rpaMatrix A B *ᵥ u - w • u = Sum.elim X Y) :
    X ⬝ᵥ X = Y ⬝ᵥ Y := by
  have h : Sum.elim X Y ⬝ᵥ (metric ι *ᵥ (rpaMatrix A B *ᵥ u - w • u)) = 0 := by
    rw [← metric_mul_mulVec, Matrix.dotProduct_mulVec, ← mulVec_transpose,
      (metric_mul_isSymm hA hB w).eq, metric_mul_mulVec, hz, sub_self, mulVec_zero,
      zero_dotProduct]
  rw [hu, metric_norm] at h
  exact sub_eq_zero.mp h

/-- With `A = [[1, 2], [2, 0]]` and `B = [[-1, 0], [0, 0]]`, the eigenspace at `w = 2` is the line
spanned by `X = (1, 1)`, `Y = (1, -1)`, and `X·X = Y·Y`. -/
theorem zero_norm_witness :
    (!![1, 2; 2, 0] : Matrix (Fin 2) (Fin 2) ℝ).IsSymm ∧
    (!![-1, 0; 0, 0] : Matrix (Fin 2) (Fin 2) ℝ).IsSymm ∧
    SpansEigenspace (rpaMatrix !![1, 2; 2, 0] !![-1, 0; 0, 0]) 2
      (Sum.elim ![1, 1] ![1, -1]) ∧
    (![1, 1] : Fin 2 → ℝ) ⬝ᵥ ![1, 1] = ![1, -1] ⬝ᵥ ![1, -1] := by
  refine ⟨?_, ?_, ⟨?_, ?_, ?_⟩, ?_⟩
  · ext i j
    fin_cases i <;> fin_cases j <;> simp
  · ext i j
    fin_cases i <;> fin_cases j <;> simp
  · intro h
    have h2 := congrFun h (Sum.inl 0)
    simp at h2
  · ext (i | i) <;> fin_cases i <;>
      norm_num [rpaMatrix, fromBlocks_mulVec, Matrix.mulVec, dotProduct, Fin.sum_univ_two]
  · intro v hv
    have e1 := congrFun hv (Sum.inl 0)
    have e2 := congrFun hv (Sum.inl 1)
    have e3 := congrFun hv (Sum.inr 0)
    have e4 := congrFun hv (Sum.inr 1)
    simp [rpaMatrix, Matrix.mulVec, dotProduct, Fin.sum_univ_two] at e1 e2 e3 e4
    refine ⟨v (Sum.inl 0), ?_⟩
    ext (i | i) <;> fin_cases i <;> simp <;> linarith
  · norm_num [dotProduct, Fin.sum_univ_two]

/-- A zero-norm eigenvector alone does not exclude diagonalisability: for `A = diag(1, -1)` and
`B = 0` the RPA matrix is diagonal, yet `X = (1, 0)`, `Y = (0, 1)` is an eigenvector at `w = 1` with
`X·X = Y·Y`. -/
theorem degenerate_zero_norm_diagonal :
    rpaMatrix !![1, 0; 0, -1] 0 = diagonal (Sum.elim ![1, -1] ![-1, 1]) ∧
    rpaMatrix !![1, 0; 0, -1] 0 *ᵥ Sum.elim ![1, 0] ![0, 1]
      = (1 : ℝ) • Sum.elim ![1, 0] ![0, 1] ∧
    (![1, 0] : Fin 2 → ℝ) ⬝ᵥ ![1, 0] = ![0, 1] ⬝ᵥ ![0, 1] := by
  refine ⟨?_, ?_, ?_⟩
  · ext (i | i) (j | j) <;> fin_cases i <;> fin_cases j <;> simp [rpaMatrix]
  · ext (i | i) <;> fin_cases i <;>
      simp [rpaMatrix, Matrix.mulVec, dotProduct, Fin.sum_univ_two]
  · simp [dotProduct, Fin.sum_univ_two]

end RPAZeroNorm
```

```lean
#print axioms RPAZeroNorm.zero_norm_forces_jordan_block
#print axioms RPAZeroNorm.zero_norm_of_jordan_partner
#print axioms RPAZeroNorm.degenerate_zero_norm_diagonal
```

```
'RPAZeroNorm.zero_norm_forces_jordan_block' depends on axioms: [propext, Classical.choice, Quot.sound]
'RPAZeroNorm.zero_norm_of_jordan_partner' depends on axioms: [propext, Classical.choice, Quot.sound]
'RPAZeroNorm.degenerate_zero_norm_diagonal' depends on axioms: [propext, Classical.choice, Quot.sound]
```

## From the metric to the partner

`metric_norm` computes z·ηz, and `metric_cancel` removes η from both sides by applying it again. `metric_mul_isSymm` establishes the symmetry of S by writing it as [[A, B], [B, A]] − wη. `metric_mul_mulVec` translates between Sv and η(Mv − wv).

`solvable_of_orthogonal` contains the lifting argument for any real symmetric matrix whose kernel is a line. In it, `hzS` is z·Sv = 0, and `hT0` says that z·Tv = 0 implies z·v = 0. The latter is used twice, once for injectivity and once to remove the added term from the solution. `LinearMap.injective_iff_surjective` supplies the step that depends on finite dimension.

## From the partner to the complex matrix

`no_jordan_chain` works over any field. Its `key` says that Q turns the action of M into multiplication by dᵢ. The equations `e1` and `e2` are the two component equations of the chain, and `linear_combination` combines them into cᵢ² = 0.

The main theorem applies the solvability lemma with b = ηz and cancels the metric to obtain u. The auxiliary statement `hc` says that M acts on a real vector in the same way after its entries are regarded as complex. The real chain is thereby a complex one, and `no_jordan_chain` would make z zero. `zero_norm_of_jordan_partner` proves the converse by moving S from u to z.

## Two examples with two excitations

`zero_norm_witness` shows that the hypotheses can be met at a nonzero frequency, w = 2. Its vectors X = (1, 1) and Y = (1, −1) both have squared length 2. Scaled to unit total length X·X + Y·Y = 1, they are (1/2, 1/2) and (1/2, −1/2); no scaling achieves X·X − Y·Y = 1. Solving the four linear equations gives one possible partner, u = (2, 3/2, 0, 1/2), for the unscaled z. In the Lean proof, the four component equations of Mv = 2v force v to be a multiple of z.

`degenerate_zero_norm_diagonal` takes A = diag(1, −1) and B = 0, so that M = diag(1, −1, −1, 1). The eigenvalue 1 has one eigenvector of positive norm and one of negative norm, and their sum X = (1, 0), Y = (0, 1) has norm zero; the factor 1/√2 would give it unit total length. M is already diagonal, so a zero-norm eigenvector alone does not imply a Jordan block. In both examples [[A, B], [B, A]] is indefinite, so they are models of the response of an unstable reference state, not of a stable ground state. When a program meets a vanishing norm in a degenerate set, it may only have been handed an unfortunate combination of vectors that can be normalised separately, to +1 and −1.
